# Cutting a finite plane-wave sum at G > 0 lowers its Coulomb energy by at most 4π/G⁴ times the gradient sum

Let $S$ be a finite set of nonzero wave vectors $g$, and let $p_g$ be the complex plane-wave coefficients of a pair density, the product of one orbital with the conjugate of another. In atomic units, with plane waves normalised to the cell, define

$$E_S(p)=\sum_{g\in S}\frac{4\pi|p_g|^2}{|g|^2},\qquad D_S(p)=\sum_{g\in S}|g|^2|p_g|^2 .$$

For the part of the pair density made up of the waves in $S$, $E_S$ is the Coulomb self-interaction without a factor ½, and $D_S$ is the integral over the cell of the squared modulus of the gradient. The coefficients stay fixed when the cutoff $G$ changes.

## Waves, cutoff and energy sums

```lean
import Mathlib

open Finset
open scoped ComplexConjugate Topology

namespace ExchangeCutoff

noncomputable section

/-- A nonzero wave vector in three-dimensional space. -/
abbrev WaveVector := {g : EuclideanSpace ℝ (Fin 3) // g ≠ 0}
```

A `WaveVector` is a vector `g.1` in $\mathbb R^3$ together with a proof `g.2` that it is nonzero. The divergent $g=0$ term, which calculations treat separately, is thus absent. The vectors need not lie on a lattice.

```lean
/-- The waves of `S` that survive the cutoff, `|g| ≤ G`. -/
def kept (S : Finset WaveVector) (G : ℝ) : Finset WaveVector :=
  S.filter (fun g => ‖g.1‖ ≤ G)
```

`kept S G` contains the waves of $S$ with $|g|\le G$.

```lean
/-- The waves of `S` beyond the cutoff, `|g| > G`. -/
def dropped (S : Finset WaveVector) (G : ℝ) : Finset WaveVector :=
  S.filter (fun g => G < ‖g.1‖)
```

`dropped S G` contains those with $|g|>G$.

```lean
/-- The Coulomb energy sum `∑ 4π |p_g|² / |g|²` of a pair density with coefficients `p`. -/
def coulombEnergy (S : Finset WaveVector) (p : WaveVector → ℂ) : ℝ :=
  ∑ g ∈ S, 4 * Real.pi * ‖p g‖ ^ 2 / ‖g.1‖ ^ 2
```

This is $E_S(p)$. The function `p` assigns a coefficient to every wave vector, but only those in $S$ enter.

```lean
/-- The Coulomb matrix element `∑ (4π / |g|²) p_g* q_g` between two pair densities. -/
def coulombElement (S : Finset WaveVector) (p q : WaveVector → ℂ) : ℂ :=
  ∑ g ∈ S, ((4 * Real.pi / ‖g.1‖ ^ 2 : ℝ) : ℂ) * (conj (p g) * q g)
```

For two pair densities the element is $\sum_{g\in S}(4\pi/|g|^2)\,p_g^*q_g$. The kernel is diagonal in $g$, as for plane waves filling the whole cell. Muffin-tin functions and the overlap of plane waves restricted to the interstitial region are left out.

```lean
/-- The gradient sum `∑ |g|² |p_g|²` of a pair density. -/
def gradientSum (S : Finset WaveVector) (p : WaveVector → ℂ) : ℝ :=
  ∑ g ∈ S, ‖g.1‖ ^ 2 * ‖p g‖ ^ 2
```

This is $D_S(p)$.

## The energy bound

```lean
/-- The change of any sum over waves under the cutoff is the sum over the dropped waves. -/
theorem sum_sub_kept {M : Type*} [AddCommGroup M] (S : Finset WaveVector) (G : ℝ)
    (f : WaveVector → M) :
    ∑ g ∈ S, f g - ∑ g ∈ kept S G, f g = ∑ g ∈ dropped S G, f g := by
  have hd : dropped S G = S.filter (fun g => ¬ ‖g.1‖ ≤ G) := by
    ext g
    simp [dropped]
  rw [sub_eq_iff_eq_add', hd]
  exact (Finset.sum_filter_add_sum_filter_not S (fun g => ‖g.1‖ ≤ G) f).symm
```

Any sum over $S$ minus its kept part equals the sum over the dropped waves. The proof identifies "not $|g|\le G$" with $|g|>G$ and splits the sum. The general type `M` lets the lemma serve real and complex sums alike.

```lean
/-- Beyond a positive cutoff `G`, the kernel `1/r²` lies below `r²/G⁴`. -/
theorem kernel_lt {G r : ℝ} (hG : 0 < G) (h : G < r) : 1 / r ^ 2 < r ^ 2 / G ^ 4 := by
  have hr : 0 < r := hG.trans h
  have h4 : G ^ 4 < r ^ 4 := pow_lt_pow_left₀ h hG.le (by norm_num)
  rw [div_lt_div_iff₀ (by positivity) (by positivity)]
  nlinarith
```

If $r>G>0$, then $r^4>G^4$; dividing by $r^2G^4$ gives $1/r^2<r^2/G^4$. Lean cross-multiplies with `div_lt_div_iff₀` and finishes with `nlinarith`.

```lean
/-- Dropping all waves with `|g| > G`, where `G > 0`, lowers the Coulomb energy sum by at most
`4π/G⁴` times the gradient sum, and never raises it. -/
theorem cutoff_loss_le (S : Finset WaveVector) (p : WaveVector → ℂ) {G : ℝ} (hG : 0 < G) :
    0 ≤ coulombEnergy S p - coulombEnergy (kept S G) p ∧
    coulombEnergy S p - coulombEnergy (kept S G) p
      ≤ 4 * Real.pi / G ^ 4 * gradientSum S p := by
  unfold coulombEnergy gradientSum
  rw [sum_sub_kept, Finset.mul_sum]
  refine ⟨Finset.sum_nonneg (fun g _ => by positivity), ?_⟩
  calc ∑ g ∈ dropped S G, 4 * Real.pi * ‖p g‖ ^ 2 / ‖g.1‖ ^ 2
      ≤ ∑ g ∈ dropped S G, 4 * Real.pi / G ^ 4 * (‖g.1‖ ^ 2 * ‖p g‖ ^ 2) := by
        -- compare wave by wave
        refine Finset.sum_le_sum (fun g hg => ?_)
        have k := kernel_lt hG (Finset.mem_filter.mp hg).2
        have m := mul_le_mul_of_nonneg_left k.le
          (show 0 ≤ 4 * Real.pi * ‖p g‖ ^ 2 by positivity)
        calc _ = 4 * Real.pi * ‖p g‖ ^ 2 * (1 / ‖g.1‖ ^ 2) := by ring
          _ ≤ _ := m
          _ = _ := by ring
    _ ≤ _ := Finset.sum_le_sum_of_subset_of_nonneg (Finset.filter_subset _ _)
        (fun g _ _ => by positivity)
```

By hand, the loss is

$$\sum_{|g|>G}\frac{4\pi|p_g|^2}{|g|^2}\le\frac{4\pi}{G^4}\sum_{|g|>G}|g|^2|p_g|^2\le\frac{4\pi}{G^4}D_S(p),$$

where the sums run over $g\in S$. It is nonnegative because every term is. The two steps of the outer `calc` are these two inequalities: `kernel_lt` wave by wave, then enlargement to all of $S$ by nonnegative terms.

```lean
/-- For `G > 0` the bound on the lost energy is strict as soon as the coefficient `p g` of some wave
`g` in `S` is nonzero. -/
theorem cutoff_loss_lt (S : Finset WaveVector) (p : WaveVector → ℂ) {G : ℝ} (hG : 0 < G)
    (hp : ∃ g ∈ S, p g ≠ 0) :
    coulombEnergy S p - coulombEnergy (kept S G) p
      < 4 * Real.pi / G ^ 4 * gradientSum S p := by
  have strict : ∀ g : WaveVector, p g ≠ 0 →
      (if G < ‖g.1‖ then 4 * Real.pi * ‖p g‖ ^ 2 / ‖g.1‖ ^ 2 else 0)
        < 4 * Real.pi / G ^ 4 * (‖g.1‖ ^ 2 * ‖p g‖ ^ 2) := by
    intro g hg
    have h1 : 0 < ‖g.1‖ := norm_pos_iff.mpr g.2
    have h2 : 0 < ‖p g‖ := norm_pos_iff.mpr hg
    split_ifs with h
    · have m := mul_lt_mul_of_pos_left (kernel_lt hG h)
        (show 0 < 4 * Real.pi * ‖p g‖ ^ 2 by positivity)
      calc _ = 4 * Real.pi * ‖p g‖ ^ 2 * (1 / ‖g.1‖ ^ 2) := by ring
        _ < _ := m
        _ = _ := by ring
    · positivity
  obtain ⟨g₀, hg₀, hp₀⟩ := hp
  unfold coulombEnergy gradientSum
  rw [sum_sub_kept, dropped, Finset.sum_filter, Finset.mul_sum]
  refine Finset.sum_lt_sum (fun g _ => ?_) ⟨g₀, hg₀, strict g₀ hp₀⟩
  by_cases h : p g = 0
  · simp [h]
  · exact (strict g h).le
```

Take a wave with $p_g\ne0$. If it is dropped, the kernel inequality is strict; if it is kept, it adds nothing to the loss but a positive amount to the bound. `split_ifs` separates these cases, and `Finset.sum_lt_sum` needs only one strict term. If all coefficients vanish, both sides are zero.

## Matrix elements and the density norm

```lean
/-- The diagonal Coulomb matrix element of a pair density is its Coulomb energy sum. -/
theorem coulombElement_self (S : Finset WaveVector) (p : WaveVector → ℂ) :
    coulombElement S p p = (coulombEnergy S p : ℂ) := by
  unfold coulombElement coulombEnergy
  rw [Complex.ofReal_sum]
  refine Finset.sum_congr rfl (fun g _ => ?_)
  rw [Complex.conj_mul']
  push_cast
  ring
```

Since $p_g^*p_g=|p_g|^2$, the diagonal element is $E_S(p)$, regarded as a complex number.

```lean
/-- For `G > 0` the cutoff changes the Coulomb matrix element between two pair densities by at
most `4π/G⁴` times the geometric mean of their gradient sums. -/
theorem cutoff_element_le (S : Finset WaveVector) (p q : WaveVector → ℂ) {G : ℝ}
    (hG : 0 < G) :
    ‖coulombElement S p q - coulombElement (kept S G) p q‖
      ≤ 4 * Real.pi / G ^ 4 * (√(gradientSum S p) * √(gradientSum S q)) := by
  unfold coulombElement
  rw [sum_sub_kept]
  refine (norm_sum_le _ _).trans ?_
  calc _ ≤ ∑ g ∈ dropped S G,
        4 * Real.pi / G ^ 4 * ((‖g.1‖ * ‖p g‖) * (‖g.1‖ * ‖q g‖)) := by
        refine Finset.sum_le_sum (fun g hg => ?_)
        have k := kernel_lt hG (Finset.mem_filter.mp hg).2
        have m := mul_le_mul_of_nonneg_left k.le
          (show 0 ≤ 4 * Real.pi * (‖p g‖ * ‖q g‖) by positivity)
        rw [norm_mul, norm_mul, Complex.norm_real, RCLike.norm_conj,
          Real.norm_of_nonneg (by positivity)]
        calc _ = 4 * Real.pi * (‖p g‖ * ‖q g‖) * (1 / ‖g.1‖ ^ 2) := by ring
          _ ≤ _ := m
          _ = _ := by ring
    _ ≤ ∑ g ∈ S, 4 * Real.pi / G ^ 4 * ((‖g.1‖ * ‖p g‖) * (‖g.1‖ * ‖q g‖)) :=
        Finset.sum_le_sum_of_subset_of_nonneg (Finset.filter_subset _ _)
          (fun g _ _ => by positivity)
    _ ≤ _ := by
        -- Cauchy-Schwarz for the two gradients
        have cs := Real.sum_mul_le_sqrt_mul_sqrt S
          (fun g => ‖g.1‖ * ‖p g‖) (fun g => ‖g.1‖ * ‖q g‖)
        simp only [mul_pow] at cs
        rw [← Finset.mul_sum]
        exact mul_le_mul_of_nonneg_left cs (by positivity)
```

The triangle inequality and the kernel bound, followed by enlargement to $S$, give

$$|\text{change}|\le\frac{4\pi}{G^4}\sum_{g\in S}(|g||p_g|)(|g||q_g|)\le\frac{4\pi}{G^4}\sqrt{D_S(p)\,D_S(q)}.$$

The last step is Cauchy–Schwarz, `Real.sum_mul_le_sqrt_mul_sqrt`.

```lean
/-- For `G > 0` the cutoff lowers the squared norm `∑ |p_g|²` of the pair density by at most
`1/G²` times the gradient sum. -/
theorem cutoff_norm_le (S : Finset WaveVector) (p : WaveVector → ℂ) {G : ℝ} (hG : 0 < G) :
    ∑ g ∈ S, ‖p g‖ ^ 2 - ∑ g ∈ kept S G, ‖p g‖ ^ 2 ≤ gradientSum S p / G ^ 2 := by
  rw [sum_sub_kept, le_div_iff₀ (by positivity), Finset.sum_mul]
  calc _ ≤ ∑ g ∈ dropped S G, ‖g.1‖ ^ 2 * ‖p g‖ ^ 2 := by
        refine Finset.sum_le_sum (fun g hg => ?_)
        have h : G < ‖g.1‖ := (Finset.mem_filter.mp hg).2
        have h2 := pow_le_pow_left₀ hG.le h.le 2
        rw [mul_comm]
        exact mul_le_mul_of_nonneg_right h2 (sq_nonneg _)
    _ ≤ _ := Finset.sum_le_sum_of_subset_of_nonneg (Finset.filter_subset _ _)
        (fun g _ _ => by positivity)
```

For a dropped wave, $|p_g|^2\le|g|^2|p_g|^2/G^2$; summing and enlarging to $S$ gives $D_S(p)/G^2$. Lean first multiplies through by $G^2$. The Coulomb kernel supplies the two further powers of $1/G$ in the energy bound.

## A single wave just above the cutoff

```lean
/-- The constant `4π` is optimal: for `G > 0` and any `C < 4π`, some single plane wave with
coefficient 1 loses more energy than `C/G⁴` times its gradient sum. -/
theorem cutoff_constant_sharp {G C : ℝ} (hG : 0 < G) (hC : C < 4 * Real.pi) :
    ∃ g : WaveVector, C / G ^ 4 * gradientSum {g} (fun _ => 1)
      < coulombEnergy {g} (fun _ => 1) - coulombEnergy (kept {g} G) (fun _ => 1) := by
  -- choose a wave only slightly longer than the cutoff
  have hev : ∀ᶠ t in 𝓝 (1 : ℝ), C * t ^ 4 < 4 * Real.pi :=
    (show Continuous (fun t : ℝ => C * t ^ 4) by fun_prop).continuousAt.eventually_lt
      continuousAt_const (by simpa using hC)
  obtain ⟨t, ht, ht1⟩ :=
    ((hev.filter_mono nhdsWithin_le_nhds).and
      (self_mem_nhdsWithin : Set.Ioi (1 : ℝ) ∈ 𝓝[>] 1)).exists
  have ht1' : 1 < t := ht1
  have ht0 : 0 < t := by linarith
  have hr : 0 < G * t := mul_pos hG ht0
  obtain ⟨v, hv⟩ : ∃ v : EuclideanSpace ℝ (Fin 3), ‖v‖ = G * t :=
    ⟨EuclideanSpace.single 0 (G * t), by simp [abs_of_pos hG, abs_of_pos ht0]⟩
  have hv0 : v ≠ 0 := norm_pos_iff.mp (by rw [hv]; exact hr)
  have hlt : G < ‖v‖ := by rw [hv]; nlinarith
  have hk : kept {(⟨v, hv0⟩ : WaveVector)} G = ∅ := by
    refine Finset.filter_eq_empty_iff.mpr (fun x hx => ?_)
    rw [Finset.mem_singleton.mp hx]
    exact not_le.mpr hlt
  refine ⟨⟨v, hv0⟩, ?_⟩
  rw [hk]
  simp only [gradientSum, coulombEnergy, Finset.sum_singleton, Finset.sum_empty, hv,
    norm_one, one_pow, mul_one, sub_zero]
  rw [lt_div_iff₀ (by positivity)]
  calc _ = C * t ^ 4 := by field_simp
    _ < _ := ht

end

end ExchangeCutoff
```

Take one wave with $p_g=1$ and $|g|=Gt$, $t>1$. Its whole energy $4\pi/(G^2t^2)$ is lost, while the proposed bound is $Ct^2/G^2$. The bound fails when $Ct^4<4\pi$. This holds at $t=1$, hence by continuity for some $t$ slightly above 1, which Lean extracts from the filter `𝓝[>] 1`. A fixed reciprocal lattice may have no wave that close to the cutoff.

```lean
#print axioms ExchangeCutoff.cutoff_loss_le
#print axioms ExchangeCutoff.cutoff_element_le
#print axioms ExchangeCutoff.cutoff_norm_le
#print axioms ExchangeCutoff.cutoff_constant_sharp
```

```
'ExchangeCutoff.cutoff_loss_le' depends on axioms: [propext, Classical.choice, Quot.sound]
'ExchangeCutoff.cutoff_element_le' depends on axioms: [propext, Classical.choice, Quot.sound]
'ExchangeCutoff.cutoff_norm_le' depends on axioms: [propext, Classical.choice, Quot.sound]
'ExchangeCutoff.cutoff_constant_sharp' depends on axioms: [propext, Classical.choice, Quot.sound]
```

## The cutoff in an LAPW exchange calculation

In a Hartree–Fock or hybrid-functional calculation with a mixed product basis, orbital products are projected onto muffin-tin functions and interstitial plane waves. The projections are then contracted with the Coulomb matrix to give exchange matrix elements. The interstitial cutoff sets the number of plane waves: halving it leaves roughly one eighth of them. In the diagonal plane-wave model above, with $S$ and $p$ fixed, the same halving raises the energy bound sixteenfold and the norm bound fourfold. These are changes in upper bounds: the actual loss can be much smaller, and is zero if every wave with a nonzero coefficient lies within the cutoff. The bounds do not carry over as they stand to an LAPW (linearised augmented-plane-wave) calculation: plane waves restricted to the interstitial region are not orthogonal, and the model has no muffin-tin functions.
